# At particle-hole symmetry, the equal-frequency nesting bubble of a finite, not identically zero band exceeds its local and $q=0$ bubbles

A band symmetric under $e\to-e$ can be described by its list of energies or by a map between its momenta. We take the map: on a finite nonempty set $K$ of $N$ momenta, with real energies $e_k$, a permutation $\sigma$ satisfies $e_{\sigma k}=-e_k$. For a finite band, such a permutation exists exactly when the list of energies is symmetric. A momentum transfer is likewise any permutation $\tau$ of $K$. Translations $k\mapsto k+q$ are the physical case, so $\sigma$ describes a nesting vector only if it is a translation.

Averages carry the factor $1/N$:

```lean
import Mathlib

open Finset

namespace NestedBandBubbles

noncomputable section

/-- The average of `f` over a finite nonempty set `K` of momenta. -/
def avg {K E : Type*} [Fintype K] [AddCommGroup E] [Module ℝ E] (f : K → E) : E :=
  (Fintype.card K : ℝ)⁻¹ • ∑ k, f k
```

The propagator is $G(e)=1/(iy-e)$ with $y>0$. Here $iy=i\omega-\Sigma$ is a positive Matsubara frequency minus a local self-energy, the same for every $k$. Taking $\Sigma$ purely imaginary is an assumption that stands for particle-hole symmetry at half filling, with the chemical potential and the constant real (Hartree) part of the self-energy both absorbed into the energies $e_k$, where they cancel.

```lean
/-- The propagator `1/(iy - e)` at band energy `e`, for `y` and `e` not both zero; `iy` is the
Matsubara frequency minus a purely imaginary local self-energy. -/
def propagator (y e : ℝ) : ℂ := 1 / (Complex.I * y - e)

variable {K : Type*} [Fintype K]

/-- The momentum transfer `σ` is nesting: it reverses the sign of every band energy. -/
def IsNesting (e : K → ℝ) (σ : Equiv.Perm K) : Prop := ∀ k, e (σ k) = -e k
```

The bubble of a transfer is $B(\tau)=-\operatorname{avg}_k G(e_k)G(e_{\tau k})$, and the local bubble is $B_{\rm loc}=-(\operatorname{avg}_k G(e_k))^2$. Both propagators sit at the same frequency; there is no frequency sum and no vertex correction.

```lean
/-- The particle-hole bubble for the momentum transfer `τ`, for `y ≠ 0`. -/
def bubble (y : ℝ) (e : K → ℝ) (τ : Equiv.Perm K) : ℂ :=
  -avg fun k => propagator y (e k) * propagator y (e (τ k))

/-- The local bubble, built from two momentum-averaged propagators, for `y ≠ 0`. -/
def localBubble (y : ℝ) (e : K → ℝ) : ℂ := -(avg fun k => propagator y (e k)) ^ 2
```

With $D_k=y^2+e_k^2$, two real quantities organise the comparison: $W=\operatorname{avg}_k 1/D_k$ (`weight`) and $M_\tau(k)=(e_k+e_{\tau k})^2/(2D_kD_{\tau k})$ (`mismatch`).

```lean
/-- The band average of `1/(y² + e²)`, for `y ≠ 0`. -/
def weight (y : ℝ) (e : K → ℝ) : ℝ := avg fun k => 1 / (y ^ 2 + e k ^ 2)

/-- The contribution of momentum `k` to the failure of `τ` to be nesting, for `y ≠ 0`. -/
def mismatch (y : ℝ) (e : K → ℝ) (τ : Equiv.Perm K) (k : K) : ℝ :=
  (e k + e (τ k)) ^ 2 / (2 * (y ^ 2 + e k ^ 2) * (y ^ 2 + e (τ k) ^ 2))
```

In dynamical mean-field theory the self-energy is local, yet the lattice bubble still depends on momentum; the parts below show this for a finite band at a single frequency.

## (a) Real and imaginary parts of an average

**Task.** For $f:K\to\mathbb C$, show that $\operatorname{Re}\operatorname{avg}f=\operatorname{avg}\operatorname{Re}f$ and $\operatorname{Im}\operatorname{avg}f=\operatorname{avg}\operatorname{Im}f$.

**Solution.** Write $f=u+iv$ with $u,v$ real. Since $1/N$ is real, $\frac1N\sum_k f_k=\frac1N\sum_k u_k+i\,\frac1N\sum_k v_k$.

```lean
/-- Real and imaginary parts of an average are the averages of the real and imaginary parts. -/
theorem avg_re_im (f : K → ℂ) :
    (avg f).re = avg (fun k => (f k).re) ∧ (avg f).im = avg (fun k => (f k).im) := by
  unfold avg
  constructor
  · rw [Complex.smul_re, Complex.re_sum]
  · rw [Complex.smul_im, Complex.im_sum]
```

## (b) Odd functions of the energy

**Task.** If $f(-x)=-f(x)$ and $\sigma$ is nesting, show that $\operatorname{avg}_k f(e_k)=0$.

**Solution.** Relabelling the sum by $\sigma$ gives
$$\sum_k f(e_k)=\sum_k f(e_{\sigma k})=\sum_k f(-e_k)=-\sum_k f(e_k),$$
so the sum vanishes. In the proof, `Equiv.sum_comp` is the relabelling.

```lean
/-- An odd function of the energy averages to zero over a band with a nesting transfer. -/
theorem avg_odd {e : K → ℝ} {σ : Equiv.Perm K} (hσ : IsNesting e σ) (f : ℝ → ℝ)
    (hf : ∀ x, f (-x) = -f x) : avg (fun k => f (e k)) = 0 := by
  have h : ∑ k, f (e k) = -∑ k, f (e k) := by
    calc ∑ k, f (e k) = ∑ k, f (e (σ k)) := (Equiv.sum_comp σ (fun k => f (e k))).symm
      _ = ∑ k, -f (e k) := Finset.sum_congr rfl fun k _ => by rw [hσ k, hf]
      _ = -∑ k, f (e k) := by simp
  have h0 : ∑ k, f (e k) = 0 := by linarith
  rw [avg, h0, smul_zero]
```

## (c) The propagator in components

**Task.** Show that $(iy-e)G(e)=1$ and
$$\operatorname{Re}G(e)=\frac{-e}{y^2+e^2},\qquad \operatorname{Im}G(e)=\frac{-y}{y^2+e^2}.$$

**Solution.** The denominator has imaginary part $y\neq0$, so it can be inverted. Multiplying above and below by its conjugate gives $G(e)=(-e-iy)/(y^2+e^2)$.

```lean
/-- The propagator inverts `iy - e`, and its real and imaginary parts are `-e/(y² + e²)` and
`-y/(y² + e²)`. -/
theorem propagator_spec {y : ℝ} (hy : 0 < y) (e : ℝ) :
    (Complex.I * y - e) * propagator y e = 1 ∧
      (propagator y e).re = -e / (y ^ 2 + e ^ 2) ∧
      (propagator y e).im = -y / (y ^ 2 + e ^ 2) := by
  have h0 : Complex.I * (y : ℂ) - e ≠ 0 := fun h =>
    hy.ne' (by simpa using congrArg Complex.im h)
  have h : Complex.I * (y : ℂ) - e = ⟨-e, y⟩ := by apply Complex.ext <;> simp
  refine ⟨mul_one_div_cancel h0, ?_, ?_⟩
  · rw [propagator, h, one_div, Complex.inv_re, Complex.normSq_mk]
    congr 1
    ring
  · rw [propagator, h, one_div, Complex.inv_im, Complex.normSq_mk]
    congr 1
    ring
```

## (d) A product of two propagators

**Task.** For real $a,b$, show that
$$G(a)G(b)=\frac{ab-y^2+iy(a+b)}{(y^2+a^2)(y^2+b^2)}.$$

**Solution.** By (c), the numerator is $(-a-iy)(-b-iy)=(a+iy)(b+iy)$; expand it. Lean states the two components separately.

```lean
/-- Real and imaginary parts of the product of propagators at the energies `a` and `b`. -/
theorem propagator_mul {y : ℝ} (hy : 0 < y) (a b : ℝ) :
    (propagator y a * propagator y b).re =
        (a * b - y ^ 2) / ((y ^ 2 + a ^ 2) * (y ^ 2 + b ^ 2)) ∧
      (propagator y a * propagator y b).im =
        y * (a + b) / ((y ^ 2 + a ^ 2) * (y ^ 2 + b ^ 2)) := by
  obtain ⟨-, ha, ha'⟩ := propagator_spec hy a
  obtain ⟨-, hb, hb'⟩ := propagator_spec hy b
  rw [Complex.mul_re, Complex.mul_im, ha, ha', hb, hb']
  constructor
  · rw [div_mul_div_comm, div_mul_div_comm, ← sub_div]
    congr 1
    ring
  · rw [div_mul_div_comm, div_mul_div_comm, ← add_div]
    congr 1
    ring
```

## (e) The bubble for an arbitrary transfer

**Task.** Show that $\operatorname{Re}B(\tau)=W-\operatorname{avg}_k M_\tau(k)$.

**Solution.** By (d), momentum $k$ contributes
$$\frac{y^2-e_ke_{\tau k}}{D_kD_{\tau k}}=\frac12\left(\frac1{D_k}+\frac1{D_{\tau k}}\right)-M_\tau(k),$$
because $D_k+D_{\tau k}-(e_k+e_{\tau k})^2=2y^2-2e_ke_{\tau k}$. Now average. As $\tau$ only permutes the momenta, $1/D_k$ and $1/D_{\tau k}$ both average to $W$.

In the proof, `field_simp` and `ring` check the identity for each $k$, and `hperm` is the relabelling.

```lean
/-- For every momentum transfer, the real part of the bubble is the band average of
`1/(y² + e²)` minus the average mismatch. -/
theorem bubble_re {y : ℝ} (hy : 0 < y) (e : K → ℝ) (τ : Equiv.Perm K) :
    (bubble y e τ).re = weight y e - avg (mismatch y e τ) := by
  have hperm : ∑ k, 1 / (y ^ 2 + e (τ k) ^ 2) = ∑ k, 1 / (y ^ 2 + e k ^ 2) :=
    Equiv.sum_comp τ (fun k => 1 / (y ^ 2 + e k ^ 2))
  have hsum : ∑ k, (propagator y (e k) * propagator y (e (τ k))).re =
      ∑ k, mismatch y e τ k - ∑ k, 1 / (y ^ 2 + e k ^ 2) := by
    calc _ = ∑ k, (mismatch y e τ k -
          (1 / (y ^ 2 + e k ^ 2) + 1 / (y ^ 2 + e (τ k) ^ 2)) / 2) := by
          refine Finset.sum_congr rfl fun k _ => ?_
          have hA : y ^ 2 + e k ^ 2 ≠ 0 := by positivity
          have hB : y ^ 2 + e (τ k) ^ 2 ≠ 0 := by positivity
          rw [(propagator_mul hy _ _).1, mismatch]
          field_simp
          ring
      _ = _ := by
          rw [Finset.sum_sub_distrib, ← Finset.sum_div, Finset.sum_add_distrib, hperm]
          ring
  rw [bubble, Complex.neg_re, (avg_re_im _).1]
  simp only [weight, avg, smul_eq_mul]
  rw [hsum]
  ring
```

## (f) An upper bound and its equality case

**Task.** Show that $\operatorname{Re}B(\tau)\le W$, with equality exactly when $e_{\tau k}=-e_k$ for every $k$.

**Solution.** Every $M_\tau(k)$ is nonnegative, so (e) gives the bound. Equality means that the average of $M_\tau$ is zero, hence that each term is zero. The denominators are positive, so $e_k+e_{\tau k}=0$ for all $k$. Conversely, nesting makes every term vanish.

```lean
/-- No momentum transfer gives a bubble with real part above the band average of
`1/(y² + e²)`, and this bound is reached exactly by the nesting transfers. -/
theorem bubble_re_le [Nonempty K] {y : ℝ} (hy : 0 < y) (e : K → ℝ) (τ : Equiv.Perm K) :
    (bubble y e τ).re ≤ weight y e ∧ ((bubble y e τ).re = weight y e ↔ IsNesting e τ) := by
  have hnn : ∀ k, 0 ≤ mismatch y e τ k := fun k => by unfold mismatch; positivity
  have hN : (0 : ℝ) < (Fintype.card K : ℝ)⁻¹ :=
    inv_pos.mpr (Nat.cast_pos.mpr Fintype.card_pos)
  have havg : 0 ≤ avg (mismatch y e τ) :=
    mul_nonneg hN.le (Finset.sum_nonneg fun k _ => hnn k)
  rw [bubble_re hy]
  refine ⟨by linarith, fun h k => ?_, fun h => ?_⟩
  · -- a vanishing average of nonnegative terms makes every term vanish
    have h0 : avg (mismatch y e τ) = 0 := by linarith
    rw [avg, smul_eq_mul] at h0
    have hs := (mul_eq_zero.mp h0).resolve_left hN.ne'
    have hk := (Finset.sum_eq_zero_iff_of_nonneg fun k _ => hnn k).mp hs k (Finset.mem_univ k)
    have hD : 2 * (y ^ 2 + e k ^ 2) * (y ^ 2 + e (τ k) ^ 2) ≠ 0 := by positivity
    have h2 := (div_eq_zero_iff.mp hk).resolve_right hD
    have h3 : e k + e (τ k) = 0 := pow_eq_zero_iff two_ne_zero |>.mp h2
    linarith
  · have h0 : ∀ k, mismatch y e τ k = 0 := fun k => by simp [mismatch, h k]
    simp [avg, h0]
```

## (g) The local bubble

**Task.** If the band has a nesting permutation, show that $B_{\rm loc}=(yW)^2$.

**Solution.** By (c), $\operatorname{Re}G$ is odd in the energy, so it averages to zero by (b). The imaginary part averages to $-yW$. Thus $\operatorname{avg}_k G(e_k)=-iyW$, and $-(-iyW)^2=y^2W^2$. The steps `hre` and `him` find the two components, and `hG` assembles them.

```lean
/-- In a band with a nesting transfer the local bubble is the square of `y` times the band
average of `1/(y² + e²)`. -/
theorem localBubble_eq {y : ℝ} (hy : 0 < y) {e : K → ℝ} {σ : Equiv.Perm K}
    (hσ : IsNesting e σ) : localBubble y e = (((y * weight y e) ^ 2 : ℝ) : ℂ) := by
  have hr : ∀ x, (propagator y x).re = -x / (y ^ 2 + x ^ 2) :=
    fun x => (propagator_spec hy x).2.1
  have hre : (avg fun k => propagator y (e k)).re = 0 := by
    rw [(avg_re_im _).1]
    simp only [hr]
    refine avg_odd hσ (fun x => -x / (y ^ 2 + x ^ 2)) fun x => ?_
    show -(-x) / (y ^ 2 + (-x) ^ 2) = -(-x / (y ^ 2 + x ^ 2))
    ring
  have hs : ∑ k, (propagator y (e k)).im = -y * ∑ k, 1 / (y ^ 2 + e k ^ 2) := by
    rw [Finset.mul_sum]
    refine Finset.sum_congr rfl fun k _ => ?_
    rw [(propagator_spec hy _).2.2]
    ring
  have him : (avg fun k => propagator y (e k)).im = -(y * weight y e) := by
    rw [(avg_re_im _).2]
    simp only [weight, avg, smul_eq_mul]
    rw [hs]
    ring
  -- the averaged propagator is purely imaginary
  have hG : (avg fun k => propagator y (e k)) =
      -((y * weight y e : ℝ) : ℂ) * Complex.I := by
    apply Complex.ext
    · rw [hre]; simp
    · rw [him]; simp
  rw [localBubble, hG]
  push_cast
  linear_combination (-((y : ℂ) * weight y e) ^ 2) * Complex.I_sq
```

## (h) Comparing the three bubbles

**Task.** Let $\sigma$ be nesting and let $e_{k_0}\ne0$ for some $k_0$. Show that $B(\sigma)$, $B_{\rm loc}$ and $B(1)$ are real, and that
$$B_{\rm loc}<B(\sigma),\qquad B(1)<B(\sigma).$$

**Solution.** The identity permutation $1$ is the transfer $q=0$. For $\sigma$, the imaginary part in (d) vanishes term by term, since $a+b=0$. For $q=0$ it is $2ye_k/D_k^2$, which is odd in the energy and averages to zero. The local bubble is real by (g).

By (f), $B(\sigma)=W$. Each $y^2/D_k$ is at most $1$, and it is smaller at $k_0$, so $y^2W<1$. With $W>0$ this gives
$$B_{\rm loc}=W\,(y^2W)<W.$$
If $B(1)$ equalled $W$, then (f) would give $e_{k_0}=-e_{k_0}$, contradicting $e_{k_0}\neq0$.

Lean expresses reality as `im = 0` and compares the real parts. The theorem does not order $B_{\rm loc}$ against $B(1)$. In the excluded band, with all energies zero, the three bubbles all equal $1/y^2$.

```lean
/-- For a band with a nesting transfer and some nonzero energy, the nesting, local and `q = 0`
bubbles are real, and the nesting bubble is strictly larger than the other two. -/
theorem nesting_bubble_dominates {y : ℝ} (hy : 0 < y) {e : K → ℝ} {σ : Equiv.Perm K}
    (hσ : IsNesting e σ) (hne : ∃ k, e k ≠ 0) :
    (bubble y e σ).im = 0 ∧ (localBubble y e).im = 0 ∧ (bubble y e 1).im = 0 ∧
      (localBubble y e).re < (bubble y e σ).re ∧ (bubble y e 1).re < (bubble y e σ).re := by
  obtain ⟨k₀, hk₀⟩ := hne
  have : Nonempty K := ⟨k₀⟩
  have hmax : (bubble y e σ).re = weight y e := (bubble_re_le hy e σ).2.mpr hσ
  refine ⟨?_, ?_, ?_, ?_, ?_⟩
  · have hi : ∀ k, (propagator y (e k) * propagator y (e (σ k))).im = 0 := fun k => by
      rw [hσ k, (propagator_mul hy _ _).2]
      simp
    rw [bubble, Complex.neg_im, (avg_re_im _).2]
    simp only [hi, avg, Finset.sum_const_zero, smul_zero, neg_zero]
  · rw [localBubble_eq hy hσ, Complex.ofReal_im]
  · have hp : ∀ k, (propagator y (e k) * propagator y (e ((1 : Equiv.Perm K) k))).im =
        y * (e k + e k) / ((y ^ 2 + e k ^ 2) * (y ^ 2 + e k ^ 2)) :=
      fun k => (propagator_mul hy (e k) (e k)).2
    rw [bubble, Complex.neg_im, (avg_re_im _).2]
    simp only [hp]
    refine neg_eq_zero.mpr (avg_odd hσ
      (fun x => y * (x + x) / ((y ^ 2 + x ^ 2) * (y ^ 2 + x ^ 2))) fun x => ?_)
    show y * (-x + -x) / ((y ^ 2 + (-x) ^ 2) * (y ^ 2 + (-x) ^ 2)) =
      -(y * (x + x) / ((y ^ 2 + x ^ 2) * (y ^ 2 + x ^ 2)))
    ring
  · -- one nonzero energy pushes `y²` times the weight below one
    have hN : (0 : ℝ) < Fintype.card K := Nat.cast_pos.mpr Fintype.card_pos
    have hw : 0 < weight y e :=
      mul_pos (inv_pos.mpr hN) (Finset.sum_pos (fun k _ => by positivity) Finset.univ_nonempty)
    have h2 : 0 < e k₀ ^ 2 := by positivity
    have hs : ∑ k, 1 / (y ^ 2 + e k ^ 2) < ∑ _k : K, 1 / y ^ 2 :=
      Finset.sum_lt_sum
        (fun k _ => one_div_le_one_div_of_le (by positivity) (by linarith [sq_nonneg (e k)]))
        ⟨k₀, Finset.mem_univ k₀, one_div_lt_one_div_of_lt (by positivity) (by linarith)⟩
    rw [Finset.sum_const, Finset.card_univ, nsmul_eq_mul] at hs
    have h1 : y ^ 2 * weight y e < 1 := by
      simp only [weight, avg, smul_eq_mul]
      calc y ^ 2 * ((Fintype.card K : ℝ)⁻¹ * ∑ k, 1 / (y ^ 2 + e k ^ 2))
          < y ^ 2 * ((Fintype.card K : ℝ)⁻¹ * (Fintype.card K * (1 / y ^ 2))) := by gcongr
        _ = 1 := by field_simp
    rw [hmax, localBubble_eq hy hσ, Complex.ofReal_re]
    nlinarith [mul_lt_mul_of_pos_left h1 hw]
  · rw [hmax]
    refine lt_of_le_of_ne (bubble_re_le hy e 1).1 fun h => hk₀ ?_
    have h1 : e k₀ = -e k₀ := (bubble_re_le hy e 1).2.mp h k₀
    linarith
```

## (i) Averaging over all momentum transfers

**Task.** Let $K$ be a finite abelian group, and let $B_q$ be the bubble for $k\mapsto k+q$. Show that $\operatorname{avg}_q B_q=B_{\rm loc}$.

**Solution.** For fixed $k$, the momentum $k+q$ runs over all of $K$ as $q$ does. Hence
$$-\frac1{N^2}\sum_k G(e_k)\sum_q G(e_{k+q})=-\left(\frac1N\sum_k G(e_k)\right)^2.$$
No symmetry of the band is needed. In Lean, `Equiv.addRight q` is the translation by $q$.

```lean
/-- On a finite abelian group of momenta, the average of the bubble over all momentum
transfers `q` is the local bubble. -/
theorem avg_bubble_eq_localBubble [AddCommGroup K] (y : ℝ) (e : K → ℝ) :
    avg (fun q : K => bubble y e (Equiv.addRight q)) = localBubble y e := by
  have h : ∑ q, ∑ k, propagator y (e k) * propagator y (e (k + q)) =
      (∑ k, propagator y (e k)) * ∑ k, propagator y (e k) := by
    rw [Finset.sum_comm, Finset.sum_mul]
    refine Finset.sum_congr rfl fun k _ => ?_
    rw [← Finset.mul_sum]
    congr 1
    exact Equiv.sum_comp (Equiv.addLeft k) (fun q => propagator y (e q))
  simp only [bubble, localBubble, avg, Equiv.coe_addRight, Finset.sum_neg_distrib]
  rw [← Finset.smul_sum, h]
  simp only [Complex.real_smul]
  ring
```

## (j) A four-site ring

**Task.** For $e_k=-2t\cos(\pi k/2)$ with $k=0,1,2,3$ and $t\ne0$, show that $e_{k+2}=-e_k$, with $k+2$ taken modulo $4$, and that $e_0\neq0$.

**Solution.** The energies are $-2t,0,2t,0$. A shift by two steps exchanges $-2t$ with $2t$ and the two zeros with each other, and $e_0=-2t\ne0$. This shift is the lattice momentum $\pi$, so (h) applies to the ring with a true nesting vector. The Lean definition lists the four values directly, and `fin_cases` checks each $k$.

```lean
/-- The energies `-2t cos(πk/2)`, `k = 0, 1, 2, 3`, of a four-site ring with hopping `t`. -/
def ringBand (t : ℝ) : Fin 4 → ℝ := ![-2 * t, 0, 2 * t, 0]

/-- In the four-site ring with nonzero hopping, the shift by two momentum steps is nesting and
the energy at `k = 0` is nonzero. -/
theorem isNesting_witness {t : ℝ} (ht : t ≠ 0) :
    IsNesting (ringBand t) (Equiv.addRight 2) ∧ ringBand t 0 ≠ 0 := by
  constructor
  · intro k
    fin_cases k
    · change 2 * t = -(-2 * t)
      ring
    · change (0 : ℝ) = -0
      ring
    · change -2 * t = -(2 * t)
      ring
    · change (0 : ℝ) = -0
      ring
  · change -2 * t ≠ 0
    exact mul_ne_zero (by norm_num) ht

end

end NestedBandBubbles
```

```lean
#print axioms NestedBandBubbles.nesting_bubble_dominates
-- 'NestedBandBubbles.nesting_bubble_dominates' depends on axioms: [propext, Classical.choice, Quot.sound]
#print axioms NestedBandBubbles.avg_bubble_eq_localBubble
-- 'NestedBandBubbles.avg_bubble_eq_localBubble' depends on axioms: [propext, Classical.choice, Quot.sound]
```
